# For a spin 1/2 and real D, the operator ∑ D_kl S_k S_l is Hermitian exactly when D is symmetric

The theorem `zfs_isHermitian_iff` concerns a single spin 1/2 with dimensionless spin operators, half the Pauli matrices, and a real 3×3 coupling matrix `D`. It states that the 2×2 complex matrix ∑ D_kl S_k S_l is Hermitian if and only if `D` is symmetric. The names `zfs` and `DoubletZeroFieldSplitting` point to the wider subject of zero-field splitting, but this theorem speaks only of Hermiticity, and for a non-symmetric `D` the "Hamiltonian" of the file is not Hermitian. For the forward direction, the attempt compares matrix entries to show that each component of the axial vector of `D` vanishes, which is equivalent to symmetry. For the converse, it uses the earlier result that a symmetric `D` gives the constant tr(D)/4 times the identity.

Lean 4 with Mathlib refuses this proof:

```lean
import Mathlib

open Matrix

namespace DoubletZeroFieldSplitting

noncomputable section

/-- The spin-1/2 operators `S_x, S_y, S_z`, half the Pauli matrices. -/
def spin : Fin 3 → Matrix (Fin 2) (Fin 2) ℂ :=
  ![!![0, 1 / 2; 1 / 2, 0],
    !![0, -Complex.I / 2; Complex.I / 2, 0],
    !![1 / 2, 0; 0, -1 / 2]]

/-- The Levi-Civita symbol `ε_klm`. -/
def eps : Fin 3 → Fin 3 → Fin 3 → ℝ :=
  ![![![0, 0, 0], ![0, 0, 1], ![0, -1, 0]],
    ![![0, 0, -1], ![0, 0, 0], ![1, 0, 0]],
    ![![0, 1, 0], ![-1, 0, 0], ![0, 0, 0]]]

/-- The axial vector `w_m = ∑ ε_klm D_kl` of a coupling matrix `D`. -/
def axialVector (D : Matrix (Fin 3) (Fin 3) ℝ) (m : Fin 3) : ℝ :=
  ∑ k, ∑ l, eps k l m * D k l

/-- The zero-field Hamiltonian `∑ D_kl S_k S_l` of a spin 1/2. -/
def zfs (D : Matrix (Fin 3) (Fin 3) ℝ) : Matrix (Fin 2) (Fin 2) ℂ :=
  ∑ k, ∑ l, (D k l : ℂ) • (spin k * spin l)

/-- The product of two spin-1/2 components is `δ_kl / 4 + (i/2) ∑ ε_klm S_m`. -/
theorem spin_mul (k l : Fin 3) :
    spin k * spin l = (if k = l then (1 / 4 : ℂ) else 0) • (1 : Matrix (Fin 2) (Fin 2) ℂ)
      + (Complex.I / 2) • ∑ m, (eps k l m : ℂ) • spin m := by
  fin_cases k <;> fin_cases l <;> ext i j <;> fin_cases i <;> fin_cases j <;>
    simp [spin, eps, Matrix.mul_apply, Fin.sum_univ_succ] <;>
    first
      | ring1
      | linear_combination (1 / 4 : ℂ) * Complex.I_sq
      | linear_combination (-1 / 4 : ℂ) * Complex.I_sq

/-- For any real `D`, the zero-field Hamiltonian of a spin 1/2 is
`tr(D)/4 + (i/2) ∑ w_m S_m`, with `w` the axial vector of `D`. -/
theorem zfs_eq (D : Matrix (Fin 3) (Fin 3) ℝ) :
    zfs D = ((D.trace : ℂ) / 4) • (1 : Matrix (Fin 2) (Fin 2) ℂ)
      + (Complex.I / 2) • ∑ m, (axialVector D m : ℂ) • spin m := by
  -- insert the product rule and collect the coefficients of 1 and of each S_m
  simp only [zfs, spin_mul, axialVector, Matrix.trace_fin_three, Fin.sum_univ_three,
    Fin.reduceEq, if_true, if_false, Complex.ofReal_add, Complex.ofReal_mul]
  module

/-- The components of the axial vector are the differences of opposite off-diagonal
elements of `D`. -/
theorem axialVector_components (D : Matrix (Fin 3) (Fin 3) ℝ) :
    axialVector D 0 = D 1 2 - D 2 1 ∧ axialVector D 1 = D 2 0 - D 0 2 ∧
      axialVector D 2 = D 0 1 - D 1 0 := by
  refine ⟨?_, ?_, ?_⟩ <;> simp [axialVector, eps, Fin.sum_univ_three] <;> ring

/-- The axial vector vanishes exactly when `D` is symmetric. -/
theorem axialVector_eq_zero_iff (D : Matrix (Fin 3) (Fin 3) ℝ) :
    axialVector D = 0 ↔ D.IsSymm := by
  obtain ⟨c0, c1, c2⟩ := axialVector_components D
  constructor
  · intro h
    rw [h, Pi.zero_apply] at c0 c1 c2
    apply Matrix.IsSymm.ext
    intro i j
    fin_cases i <;> fin_cases j <;> simp <;> linarith
  · intro h
    have h0 : axialVector D 0 = 0 := by linarith [h.apply 1 2]
    have h1 : axialVector D 1 = 0 := by linarith [h.apply 0 2]
    have h2 : axialVector D 2 = 0 := by linarith [h.apply 0 1]
    ext m
    fin_cases m
    exacts [h0, h1, h2]

/-- The zero-field Hamiltonian written out in the basis of spin up and spin down. -/
theorem zfs_entries (D : Matrix (Fin 3) (Fin 3) ℝ) :
    zfs D = !![(D.trace : ℂ) / 4 + Complex.I / 4 * axialVector D 2,
        Complex.I / 4 * axialVector D 0 + axialVector D 1 / 4;
      Complex.I / 4 * axialVector D 0 - axialVector D 1 / 4,
        (D.trace : ℂ) / 4 - Complex.I / 4 * axialVector D 2] := by
  rw [zfs_eq]
  ext i j
  fin_cases i <;> fin_cases j <;> simp [spin, Fin.sum_univ_three] <;>
    first
      | ring1
      | linear_combination (-(axialVector D 1 : ℂ) / 4) * Complex.I_sq
      | linear_combination ((axialVector D 1 : ℂ) / 4) * Complex.I_sq

/-- A symmetric `D` does not split a doublet: its zero-field Hamiltonian is the
constant `tr(D)/4`. -/
theorem zfs_of_isSymm {D : Matrix (Fin 3) (Fin 3) ℝ} (hD : D.IsSymm) :
    zfs D = ((D.trace : ℂ) / 4) • (1 : Matrix (Fin 2) (Fin 2) ℂ) := by
  rw [zfs_eq, (axialVector_eq_zero_iff D).2 hD]
  simp

/-- For real `D`, the operator `∑ D_kl S_k S_l` of a spin 1/2 is Hermitian exactly
when `D` is symmetric. -/
theorem zfs_isHermitian_iff (D : Matrix (Fin 3) (Fin 3) ℝ) :
    (zfs D).IsHermitian ↔ D.IsSymm := by
  constructor
  · intro h
    -- the axial part is anti-Hermitian, so it has to vanish
    have w0 : axialVector D 0 = 0 := by
      have e := congrArg Complex.im (h.apply 1 0)
      simp [zfs_entries] at e
      linarith
    have w1 : axialVector D 1 = 0 := by
      have e := congrArg Complex.re (h.apply 1 0)
      simp [zfs_entries] at e
      linarith
    have w2 : axialVector D 2 = 0 := by
      have e := congrArg Complex.im (h.apply 0 0)
      simp [zfs_entries] at e
      linarith
    rw [← axialVector_eq_zero_iff]
    ext m
    fin_cases m
    exacts [w0, w1, w2]
  · intro h
    rw [zfs_of_isSymm h]
    ext i j
    fin_cases i <;> fin_cases j <;> simp [Matrix.conjTranspose_apply]

end

end DoubletZeroFieldSplitting
```

Messages:

```
Main.lean:106:6: error: linarith failed to find a contradiction
case h1
D : Matrix (Fin 3) (Fin 3) ℝ
h : (zfs D).IsHermitian
e : -1 / 4 = 4⁻¹ ∨ axialVector D 0 = 0
a✝ : axialVector D 0 < 0
⊢ False
failed
Main.lean:114:6: error: linarith failed to find a contradiction
case h1
D : Matrix (Fin 3) (Fin 3) ℝ
h : (zfs D).IsHermitian
w0 : axialVector D 0 = 0
w1 : axialVector D 1 = 0
e : -1 / 4 = 4⁻¹ ∨ axialVector D 2 = 0
a✝ : axialVector D 2 < 0
⊢ False
failed
```

Diagnosis. Both messages say that `linarith` found no contradiction, once in the proof of `w0` and once in that of `w2`. In each case the hypothesis `e`, as `simp` leaves it, is not a plain equation but a disjunction: either `-1 / 4 = 4⁻¹`, or the axial-vector component is zero. `linarith` does not split a disjunction among the hypotheses into cases, so it cannot use the equation it needs. The mathematics is sound, since the first alternative is false and the second is the goal.

The diff makes the same change in both places. `rcases` splits `e` into its two alternatives, `norm_num at e` refutes the false numerical equation, and `exact e` closes the remaining case. The proof of `w1` also ends in `linarith`, but no error is reported there and it stays unchanged.

The mended proof, as a diff:

```diff
@@ -104,5 +104,7 @@
       have e := congrArg Complex.im (h.apply 1 0)
       simp [zfs_entries] at e
-      linarith
+      rcases e with e | e
+      · norm_num at e
+      · exact e
     have w1 : axialVector D 1 = 0 := by
       have e := congrArg Complex.re (h.apply 1 0)
@@ -112,5 +114,7 @@
       have e := congrArg Complex.im (h.apply 0 0)
       simp [zfs_entries] at e
-      linarith
+      rcases e with e | e
+      · norm_num at e
+      · exact e
     rw [← axialVector_eq_zero_iff]
     ext m
```
